# For a positive definite Hylleraas functional, the discarded amplitudes bound the domain error from both sides

Let $J(t)=2\langle k,t\rangle+\langle t,At\rangle$, where $A$ is symmetric and $m\|v\|^2\le\langle v,Av\rangle\le M\|v\|^2$ for all $v$, with $m>0$. Split the exact amplitudes, which solve $As=-k$, as $s=p+d$, with $p$ in a finite-dimensional subspace $U$ and $d$ orthogonal to $U$. Then $J$ has a minimum over $U$, and this minimum lies above $J(s)$ by at least $m\|d\|^2$ and at most $M\|d\|^2$.

In second-order Møller–Plesset theory with a closed-shell Hartree–Fock reference, $t$ collects the real amplitudes of orthonormal doubly excited determinants, $k$ their couplings to the reference, and $A$ the zeroth-order Hamiltonian minus the zeroth-order energy of the reference. The minimum of $J$ over all these amplitudes is then the second-order energy. The subspace $U$ is the local domain: all amplitudes that the pair domains together retain. In a finite orbital basis with every virtual orbital energy above every occupied one, the zeroth-order double-excitation energies have a positive lower bound $m$ and an upper bound $M$. For this quadratic model with fixed $A$ and $k$, the energy error of a domain is therefore of second order in the amplitudes it omits. Approximate integrals and nonlinear coupled-cluster equations are not covered.

In Lean, `E` is a real inner product space of any dimension, `A : E →ₗ[ℝ] E` is a linear map defined on all of it, and `⟪x, y⟫_ℝ` is the inner product. Amplitudes in a non-orthogonal basis must be measured with the corresponding overlap metric.

```lean
import Mathlib

open scoped InnerProductSpace

namespace LocalCorrelation

noncomputable section

variable {E : Type*} [NormedAddCommGroup E] [InnerProductSpace ℝ E]
```

The definition fixes the convention: a factor 2 on the linear term and none on the quadratic one.

```lean
/-- The Hylleraas functional `J(t) = 2⟨k, t⟩ + ⟨t, A t⟩` of the amplitudes `t`. -/
def hylleraas (A : E →ₗ[ℝ] E) (k t : E) : ℝ :=
  2 * ⟪k, t⟫_ℝ + ⟪t, A t⟫_ℝ
```

## (a) Changing the amplitudes by a finite step

Expand $J$ about arbitrary amplitudes $u$, without neglecting any term. Show that
$$J(u+w)=J(u)+2\langle Au+k,w\rangle+\langle w,Aw\rangle .$$

**Solution.** By linearity,
$$J(u+w)=2\langle k,u\rangle+2\langle k,w\rangle+\langle u,Au\rangle+\langle u,Aw\rangle+\langle w,Au\rangle+\langle w,Aw\rangle .$$
Symmetry of $A$ gives $\langle u,Aw\rangle=\langle Au,w\rangle$, and the real inner product gives $\langle w,Au\rangle=\langle Au,w\rangle$. The two cross terms add up to $2\langle Au,w\rangle$, which combines with $2\langle k,w\rangle$ to give the linear term. In the code these two identities are `h1` and `h2`. The vector $Au+k$ is the residual of the amplitude equations.

```lean
/-- For symmetric `A`, changing the amplitudes from `u` to `u + w` changes the functional by
twice the overlap of `w` with the residual `A u + k`, plus the quadratic form of `w`. -/
theorem hylleraas_add {A : E →ₗ[ℝ] E} (hA : A.IsSymmetric) (k u w : E) :
    hylleraas A k (u + w) =
      hylleraas A k u + 2 * ⟪A u + k, w⟫_ℝ + ⟪w, A w⟫_ℝ := by
  have h1 : ⟪A u, w⟫_ℝ = ⟪u, A w⟫_ℝ := hA u w
  have h2 : ⟪w, A u⟫_ℝ = ⟪A u, w⟫_ℝ := real_inner_comm _ _
  simp only [hylleraas, map_add, inner_add_left, inner_add_right]
  linarith
```

## (b) The energy error as a quadratic form

Let $As=-k$. Show that for every $t$
$$J(t)-J(s)=\langle t-s,A(t-s)\rangle .$$

**Solution.** Put $u=s$ and $w=t-s$ in (a). The residual $As+k$ is zero, so the linear term vanishes and only the quadratic form remains. In the code the `have` line makes this substitution, and the `rw` line removes the linear term. Positivity of $A$ is not needed here.

```lean
/-- For symmetric `A` and exact amplitudes `s`, which solve `A s = -k`, the energy error of any
`t` is the quadratic form of its amplitude error. -/
theorem energy_error {A : E →ₗ[ℝ] E} (hA : A.IsSymmetric) {k s : E}
    (hs : A s = -k) (t : E) :
    hylleraas A k t - hylleraas A k s = ⟪t - s, A (t - s)⟫_ℝ := by
  have h := hylleraas_add hA k s (t - s)
  rw [add_sub_cancel, hs, neg_add_cancel, inner_zero_left] at h
  linarith
```

## (c) Solving the amplitude equations inside the domain

Let $\langle v,Av\rangle\ge m\|v\|^2$ with $m>0$, and let $U$ be finite-dimensional. Show that some $u\in U$ satisfies
$$\langle Au+k,v\rangle=0\quad\text{for all }v\in U .$$

**Solution.** Let $L$ send $u\in U$ to the linear functional $v\mapsto\langle Au,v\rangle$ on $U$. If $Lu=0$, then $0=\langle Au,u\rangle\ge m\|u\|^2$, so $u=0$, and $L$ is injective. The space of linear functionals on $U$ has the same finite dimension as $U$, so $L$ is also onto. Choose $u$ such that $Lu$ is the functional $v\mapsto-\langle k,v\rangle$. Symmetry of $A$ is not used.

The existence of the local minimum, and with it the main theorem, turns on `LinearMap.injective_iff_surjective_of_finrank_eq_finrank`. For a linear map between finite-dimensional spaces of equal dimension, it makes injectivity and surjectivity equivalent. The equality of dimensions comes from `Subspace.dual_finrank_eq`. In an orthonormal basis $u_i$ of $U$, `L` is the domain block of $A$, with elements $\langle u_i,Au_j\rangle$, but the code needs neither a basis nor a determinant. It composes the inclusion of $U$, the operator $A$, the map `innerₗ E` from vectors to functionals, and the restriction of functionals to $U$.

```lean
/-- If the quadratic form of `A` is bounded below by `m‖v‖²` with `m > 0`, the amplitude
equations projected on a finite-dimensional local domain `U` have a solution in `U`. -/
theorem exists_local_solution {A : E →ₗ[ℝ] E} {m : ℝ} (hm : 0 < m)
    (hlow : ∀ v, m * ‖v‖ ^ 2 ≤ ⟪v, A v⟫_ℝ) (k : E)
    (U : Submodule ℝ E) [FiniteDimensional ℝ U] :
    ∃ u ∈ U, ∀ v ∈ U, ⟪A u + k, v⟫_ℝ = 0 := by
  -- the operator compressed to the domain, as a map into linear functionals
  let L : U →ₗ[ℝ] Module.Dual ℝ U :=
    U.subtype.dualMap ∘ₗ (innerₗ E) ∘ₗ A ∘ₗ U.subtype
  have hL : ∀ u v : U, L u v = ⟪A (u : E), (v : E)⟫_ℝ := fun _ _ => rfl
  have hinj : Function.Injective L := by
    refine (injective_iff_map_eq_zero L).mpr fun u hu => ?_
    by_contra hne
    have h0 : ⟪A (u : E), (u : E)⟫_ℝ = 0 := by
      rw [← hL, hu]
      rfl
    have hpos : 0 < ‖(u : E)‖ := norm_pos_iff.mpr (by simpa using hne)
    have h1 := mul_pos hm (pow_pos hpos 2)
    have h2 := hlow (u : E)
    rw [real_inner_comm, h0] at h2
    linarith
  -- in finite dimension an injective map between spaces of equal dimension is onto
  have hsurj : Function.Surjective L :=
    (LinearMap.injective_iff_surjective_of_finrank_eq_finrank
      (Subspace.dual_finrank_eq (K := ℝ) (V := U)).symm).mp hinj
  obtain ⟨u, hu⟩ := hsurj (U.subtype.dualMap (innerₗ E (-k)))
  refine ⟨u, u.2, fun v hv => ?_⟩
  have h : ⟪A (u : E), v⟫_ℝ = ⟪-k, v⟫_ℝ := DFunLike.congr_fun hu ⟨v, hv⟩
  rw [inner_add_left, h, inner_neg_left, neg_add_cancel]
```

## (d) From a vanishing projected residual to a minimum

Let $A$ be symmetric with $\langle v,Av\rangle\ge0$, and let $u\in U$ have a residual orthogonal to $U$. Show that
$$J(u)\le J(v)\quad\text{for all }v\in U .$$

**Solution.** Take $w=v-u$ in (a). Since $w$ lies in $U$, the linear term is zero, and
$$J(v)=J(u)+\langle v-u,A(v-u)\rangle\ge J(u).$$
`U.sub_mem` supplies the membership of $v-u$ in $U$.

```lean
/-- For symmetric `A` with nonnegative quadratic form, amplitudes in `U` whose residual is
orthogonal to `U` minimise the Hylleraas functional over `U`. -/
theorem local_solution_minimises {A : E →ₗ[ℝ] E} (hA : A.IsSymmetric)
    (hpos : ∀ v, 0 ≤ ⟪v, A v⟫_ℝ) {k u : E} {U : Submodule ℝ E} (hu : u ∈ U)
    (hres : ∀ v ∈ U, ⟪A u + k, v⟫_ℝ = 0) :
    ∀ v ∈ U, hylleraas A k u ≤ hylleraas A k v := by
  intro v hv
  have h := hylleraas_add hA k u (v - u)
  rw [add_sub_cancel, hres _ (U.sub_mem hv hu)] at h
  linarith [hpos (v - u)]
```

## (e) Two-sided bounds on the domain error

Under the assumptions of the opening, show that a minimiser $u$ of $J$ over $U$ exists and satisfies
$$m\|d\|^2\le J(u)-J(p+d)\le M\|d\|^2 .$$

**Solution.** Part (c) gives $u$, and part (d) shows that it is a minimiser.

For the lower bound, write $u-s=(u-p)-d$. The vector $u-p$ lies in $U$ and is orthogonal to $d$, so
$$\|u-s\|^2=\|u-p\|^2+\|d\|^2\ge\|d\|^2 .$$
With (b), $J(u)-J(s)=\langle u-s,A(u-s)\rangle\ge m\|u-s\|^2\ge m\|d\|^2$.

For the upper bound, use $p$ as a trial vector. Since $p-s=-d$,
$$J(u)-J(s)\le J(p)-J(s)=\langle d,Ad\rangle\le M\|d\|^2 .$$

The two bullets of the Lean proof are these two bounds; `norm_sub_sq_real` expands the squared norm for Pythagoras. The splitting of $s$ enters through the hypotheses `hp`, `hd` and `hs`.

The smallest domain is $U=\{0\}$. Then $p=0$, $d=s$ and $J(u)=J(0)=0$, so the bounds read $m\|s\|^2\le-J(s)\le M\|s\|^2$: the domain error is the whole correlation energy of the model, with its sign reversed.

```lean
/-- Let `A` be symmetric with quadratic form between `m‖v‖²` and `M‖v‖²`, `m > 0`, and let the
exact amplitudes be `p + d` with `p` in the finite-dimensional domain `U` and `d` orthogonal to
`U`. The functional has a minimum over `U`, which lies above the exact value by at least
`m‖d‖²` and at most `M‖d‖²`. -/
theorem domain_error_bounds {A : E →ₗ[ℝ] E} (hA : A.IsSymmetric) {m M : ℝ} (hm : 0 < m)
    (hlow : ∀ v, m * ‖v‖ ^ 2 ≤ ⟪v, A v⟫_ℝ) (hup : ∀ v, ⟪v, A v⟫_ℝ ≤ M * ‖v‖ ^ 2)
    (U : Submodule ℝ E) [FiniteDimensional ℝ U] {k p d : E} (hp : p ∈ U)
    (hd : ∀ u ∈ U, ⟪u, d⟫_ℝ = 0) (hs : A (p + d) = -k) :
    ∃ u ∈ U, (∀ v ∈ U, hylleraas A k u ≤ hylleraas A k v) ∧
      m * ‖d‖ ^ 2 ≤ hylleraas A k u - hylleraas A k (p + d) ∧
      hylleraas A k u - hylleraas A k (p + d) ≤ M * ‖d‖ ^ 2 := by
  obtain ⟨u, hu, hres⟩ := exists_local_solution hm hlow k U
  have hmin := local_solution_minimises hA
    (fun v => le_trans (by positivity) (hlow v)) hu hres
  refine ⟨u, hu, hmin, ?_, ?_⟩
  · -- Pythagoras: no vector of the domain is closer to the exact one than `‖d‖`
    have h1 := norm_sub_sq_real (u - p) d
    rw [hd _ (U.sub_mem hu hp)] at h1
    have h2 : ‖d‖ ^ 2 ≤ ‖u - (p + d)‖ ^ 2 := by
      rw [← sub_sub]
      linarith [sq_nonneg ‖u - p‖]
    rw [energy_error hA hs]
    exact (mul_le_mul_of_nonneg_left h2 hm.le).trans (hlow _)
  · -- the retained part `p` is a trial vector
    have h1 := energy_error hA hs p
    have h2 : p - (p + d) = -d := by abel
    rw [h2] at h1
    have h3 := hup (-d)
    rw [norm_neg] at h3
    linarith [hmin p hp]
```

## (f) How good the local amplitudes are

Let $s$ be exact, and let $J(u)\le J(v)$ for all $v\in U$. Compare the amplitude error of $u$ with that of any $p\in U$:
$$m\|u-s\|^2\le M\|p-s\|^2 .$$

**Solution.** Apply the lower bound on the quadratic form to $u-s$, the upper bound to $p-s$, and (b) to both:
$$m\|u-s\|^2\le J(u)-J(s)\le J(p)-J(s)\le M\|p-s\|^2 .$$
For $m>0$, the squared error of the local amplitudes is thus at most $M/m$ times the best possible in the domain. The code passes these inequalities to `linarith`.

```lean
/-- Let `A` be symmetric with quadratic form between `m‖v‖²` and `M‖v‖²`, and let `s` be the
exact amplitudes. If the functional at `u` is no higher than anywhere in `U`, then `m` times the
squared amplitude error of `u` is at most `M` times that of any `p` in `U`. -/
theorem amplitude_quasi_optimal {A : E →ₗ[ℝ] E} (hA : A.IsSymmetric) {m M : ℝ}
    (hlow : ∀ v, m * ‖v‖ ^ 2 ≤ ⟪v, A v⟫_ℝ) (hup : ∀ v, ⟪v, A v⟫_ℝ ≤ M * ‖v‖ ^ 2)
    {U : Submodule ℝ E} {k s u : E} (hs : A s = -k)
    (hmin : ∀ v ∈ U, hylleraas A k u ≤ hylleraas A k v) :
    ∀ p ∈ U, m * ‖u - s‖ ^ 2 ≤ M * ‖p - s‖ ^ 2 := by
  intro p hp
  linarith [hlow (u - s), hup (p - s), hmin p hp, energy_error hA hs u,
    energy_error hA hs p]
```

## (g) A discarded part that is an eigenvector

Let $A$ be symmetric with nonnegative quadratic form, $s=p+d$ as before, and $Ad=a\,d$. Show that $p$ itself minimises $J$ over $U$, and that
$$J(p)-J(p+d)=a\|d\|^2 .$$

**Solution.** From $k=-A(p+d)$, the residual of $p$ is $Ap+k=-Ad=-a\,d$. This is orthogonal to $U$, so (d) applies. By (b), the error is $\langle-d,A(-d)\rangle=\langle d,Ad\rangle=a\|d\|^2$. If $a$ equals $m$ or $M$, the corresponding bound in (e) is attained.

```lean
/-- Let `A` be symmetric with nonnegative quadratic form. If the discarded part `d`, orthogonal
to `U`, satisfies `A d = a d`, then the retained part `p` in `U` of the exact amplitudes
minimises the functional over `U`, and the energy error is exactly `a‖d‖²`. -/
theorem error_of_eigenvector {A : E →ₗ[ℝ] E} (hA : A.IsSymmetric)
    (hpos : ∀ v, 0 ≤ ⟪v, A v⟫_ℝ) {U : Submodule ℝ E} {k p d : E} {a : ℝ} (hp : p ∈ U)
    (hd : ∀ u ∈ U, ⟪u, d⟫_ℝ = 0) (hs : A (p + d) = -k) (had : A d = a • d) :
    (∀ v ∈ U, hylleraas A k p ≤ hylleraas A k v) ∧
      hylleraas A k p - hylleraas A k (p + d) = a * ‖d‖ ^ 2 := by
  constructor
  · -- the residual of `p` is `-a d`, which is orthogonal to the domain
    refine local_solution_minimises hA hpos hp fun v hv => ?_
    have hk : k = -A (p + d) := by rw [hs, neg_neg]
    have hr : A p + k = -(a • d) := by
      rw [hk, map_add, had]
      abel
    rw [hr, inner_neg_left, real_inner_smul_left, real_inner_comm, hd v hv]
    ring
  · have h2 : p - (p + d) = -d := by abel
    rw [energy_error hA hs, h2, map_neg, inner_neg_neg, had, real_inner_smul_right,
      real_inner_self_eq_norm_sq]
```

## (h) Two coupled amplitudes

Take $A(x,y)=(2x+y,\;x+2y)$, $k=(-3,-3)$ and $U=\operatorname{span}\{(1,0)\}$. Verify the assumptions of (e) with $m=1$, $M=3$, $p=(1,0)$ and $d=(0,1)$; in particular,
$$\|v\|^2\le\langle v,Av\rangle\le3\|v\|^2,\qquad A(1,1)=(3,3)=-k .$$

**Solution.** The matrix of $A$ is symmetric. For $v=(x,y)$ the quadratic form is $2x^2+2xy+2y^2$. It exceeds $x^2+y^2$ by $(x+y)^2$ and falls short of $3(x^2+y^2)$ by $(x-y)^2$. The amplitude equation follows by insertion, and $(c,0)$ is orthogonal to $(0,1)$ for every $c$.

The remaining assumptions, $m>0$, $p\in U$ and the finite dimension of $U$, are evident and are not part of the theorem below. Nor are the energies, which follow from elementary calculus. On $U$, $J(x,0)=2x^2-6x$ has its minimum $-9/2$ at $x=3/2$, while $J(1,1)=-6$. The error $3/2$ lies between 1 and 3, and the retained amplitude has relaxed from 1 to $3/2$.

```lean
/-- Two coupled amplitudes: the operator `(x, y) ↦ (2x + y, x + 2y)`. -/
def coupledPair : EuclideanSpace ℝ (Fin 2) →ₗ[ℝ] EuclideanSpace ℝ (Fin 2) where
  toFun v := !₂[2 * v 0 + v 1, v 0 + 2 * v 1]
  map_add' v w := by
    ext i
    fin_cases i <;> simp <;> ring
  map_smul' c v := by
    ext i
    fin_cases i <;> simp <;> ring
```

The two squares reappear as the hints given to `nlinarith`.

```lean
/-- The coupled pair is symmetric with bounds `m = 1` and `M = 3`; for `k = (-3, -3)` its exact
amplitudes are `(1, 0) + (0, 1)`, the second part being orthogonal to the span of the first. -/
theorem domain_error_bounds_witness :
    coupledPair.IsSymmetric ∧
      (∀ v, 1 * ‖v‖ ^ 2 ≤ ⟪v, coupledPair v⟫_ℝ) ∧
      (∀ v, ⟪v, coupledPair v⟫_ℝ ≤ 3 * ‖v‖ ^ 2) ∧
      coupledPair (!₂[(1 : ℝ), 0] + !₂[(0 : ℝ), 1]) = -!₂[(-3 : ℝ), -3] ∧
      ∀ u ∈ Submodule.span ℝ {!₂[(1 : ℝ), 0]}, ⟪u, !₂[(0 : ℝ), 1]⟫_ℝ = 0 := by
  have hin : ∀ x y : EuclideanSpace ℝ (Fin 2), ⟪x, y⟫_ℝ = x 0 * y 0 + x 1 * y 1 := by
    intro x y
    simp only [PiLp.inner_apply, Fin.sum_univ_two, RCLike.inner_apply, conj_trivial]
    ring
  have h0 : ∀ v, coupledPair v 0 = 2 * v 0 + v 1 := fun _ => rfl
  have h1 : ∀ v, coupledPair v 1 = v 0 + 2 * v 1 := fun _ => rfl
  refine ⟨fun x y => ?_, fun v => ?_, fun v => ?_, ?_, fun u hu => ?_⟩
  · rw [hin, hin, h0, h1, h0, h1]
    ring
  · rw [← real_inner_self_eq_norm_sq, hin, hin, h0, h1]
    nlinarith [sq_nonneg (v 0 + v 1)]
  · rw [← real_inner_self_eq_norm_sq, hin, hin, h0, h1]
    nlinarith [sq_nonneg (v 0 - v 1)]
  · ext i
    fin_cases i <;> simp [coupledPair] <;> norm_num
  · obtain ⟨c, rfl⟩ := Submodule.mem_span_singleton.mp hu
    rw [hin]
    simp

end

end LocalCorrelation
```

```lean
#print axioms LocalCorrelation.domain_error_bounds
#print axioms LocalCorrelation.amplitude_quasi_optimal
#print axioms LocalCorrelation.error_of_eigenvector
```

```
'LocalCorrelation.domain_error_bounds' depends on axioms: [propext, Classical.choice, Quot.sound]
'LocalCorrelation.amplitude_quasi_optimal' depends on axioms: [propext, Classical.choice, Quot.sound]
'LocalCorrelation.error_of_eigenvector' depends on axioms: [propext, Classical.choice, Quot.sound]
```
